# Removing the first coupling of a three-site chain with equal site energies and unit couplings by a Jacobi rotation creates a new one of size 1/√2

Suppose a program diagonalises a symmetric matrix by plane rotations, each chosen to make one off-diagonal entry zero, and treats every zero it meets or makes as permanent. Give it the matrix with rows

A = [[0,1,0],[1,0,1],[0,1,0]].

With coordinates numbered 0, 1, 2, it removes the entry (0,1), skips (0,2) because that entry was zero at the start, removes (1,2), and stops. If the first rotation is by π/4 in the convention below, the diagonal then holds −1 and (1 ± √3)/2; if it is by −π/4, the same numbers appear with opposite signs. The eigenvalues of A are 0 and ±√2, so in either case all three numbers are wrong. The damage begins with the first rotation, which fills the skipped entry.

## The size of the new entry

Let p and q be two different coordinates with unit vectors e_p and e_q, and write c = cos θ and s = sin θ for an angle θ. The rotation matrix G has the columns

G e_p = c e_p − s e_q,
G e_q = s e_p + c e_q,

and leaves every other unit vector alone. The two new columns have length 1, because c² + s² = 1, and their inner product is cs − sc = 0. Hence G is orthogonal, and the matrix

A' = GᵀAG

is A written in a rotated basis, with the same eigenvalues.

The entry to be removed, called the pivot, is A'_pq. Expanding the product of the two columns with A between them gives

A'_pq = (c e_p − s e_q)ᵀ A (s e_p + c e_q)
= cs (A_pp − A_qq) + c² A_pq − s² A_qp.

For a third coordinate r, which G does not touch, only one side of the product mixes:

A'_pr = c A_pr − s A_qr,
A'_rq = s A_rp + c A_rq.

Now take the three-site matrix with p = 0, q = 1, r = 2. Its diagonal vanishes, A_01 = A_10 = A_12 = 1 and A_02 = 0, so

A'_01 = c² − s²,
A'_02 = −s.

If the rotation makes A'_01 zero, then c² = s². Together with c² + s² = 1 this gives s² = 1/2, and therefore

|A'_02| = 1/√2.

The angle θ = π/4 is one solution. The argument used only the annihilation condition, so every other solution gives the same absolute value.

## Fill-in for general entries, and the return of the first coupling

That a new entry appears does not depend on the special numbers. Let A_pr = 0, while A_pq and A_qr are nonzero, and let the rotation make A'_pq zero. If A'_pr were zero too, then s A_qr = 0, so s = 0 and c² = 1. The pivot formula would then give A'_pq = A_pq, which is nonzero, a contradiction.

The same argument shows what happens when the filled entry is removed in its turn. Let B be the three-site matrix after the first rotation. Then

B_01 = 0, B_02 = −s, B_21 = c,

and neither s nor c is zero. A second rotation, by an angle φ in the plane of coordinates 0 and 2, is to remove B_02. Coordinate 0 is coupled to 2, and 2 to 1, but 0 is not coupled to 1. This is the situation of the previous paragraph with p = 0, q = 2, r = 1, so the entry (0,1), removed first, becomes nonzero again.

The condition A_qr ≠ 0 is needed. For the matrix with rows [[0,1,0],[1,0,0],[0,0,0]], coordinate 2 is isolated. The rotation by π/4 removes the entry (0,1), and the entry (0,2) stays zero, since there is nothing for the rotation to mix into it.

In electronic structure, A is the one-electron Hamiltonian of a non-interacting three-site chain in an orthonormal basis of one orbital per site, with equal site energies, taken as the zero of energy, and the same nearest-neighbour coupling on both bonds, taken as the unit. After the first rotation, coordinates 0 and 1 label combinations of the first two site orbitals, so the new entry (0,2) couples such a combination to the orbital on site 2. For this model, a Jacobi diagonalisation that removes the entry (0,1) and then the entry (0,2) is not finished after these two steps, because (0,1) is nonzero again.

## Rotations and the chain as Lean objects

The coordinates form an arbitrary finite type `n`, so the general statements hold in every finite dimension.

```lean
import Mathlib

open Matrix

namespace JacobiFillIn

noncomputable section

variable {n : Type*} [Fintype n] [DecidableEq n]
```

The definition gives the entry in row `i` and column `j` of G. The matrix `1` supplies the components of the unit vectors: `(1 : Matrix n n ℝ) i p` is component `i` of e_p. The three branches are the columns G e_p, G e_q and the untouched ones. This also fixes the sign convention: the minus sign stands in column `p`. Reversing it replaces θ by −θ and changes no absolute value below.

```lean
/-- For `p ≠ q`, the rotation by the angle `θ` in the plane of the coordinates `p` and `q`; all
other coordinates are left alone. -/
def planeRotation (p q : n) (θ : ℝ) : Matrix n n ℝ :=
  Matrix.of fun i j =>
    if j = p then Real.cos θ * (1 : Matrix n n ℝ) i p - Real.sin θ * (1 : Matrix n n ℝ) i q
    else if j = q then Real.sin θ * (1 : Matrix n n ℝ) i p + Real.cos θ * (1 : Matrix n n ℝ) i q
    else (1 : Matrix n n ℝ) i j
```

A Jacobi step is the change of basis GᵀAG. The angle is an argument and is not computed from A, so a theorem about all `θ` covers whichever annihilating angle a program selects.

```lean
/-- One Jacobi step: the matrix `A` expressed in the rotated basis, `Gᵀ A G`. -/
def jacobiStep (p q : n) (θ : ℝ) (A : Matrix n n ℝ) : Matrix n n ℝ :=
  (planeRotation p q θ)ᵀ * A * planeRotation p q θ
```

The three-site matrix is called `chain`. Its indices run from 0 to 2, as in the derivation above.

```lean
/-- The matrix of a chain of three sites with unit coupling between neighbours. -/
def chain : Matrix (Fin 3) (Fin 3) ℝ := !![0, 1, 0; 1, 0, 1; 0, 1, 0]
```

## How a rotation changes the entries

The first theorem says that multiplication by G from the right mixes columns `p` and `q` and keeps the rest. Its proof writes the entry as a sum over the intermediate index and treats the three kinds of column separately. In each case the unit vectors leave at most two terms of the sum.

```lean
/-- Multiplication by a plane rotation from the right mixes the columns `p` and `q`
and keeps every other column. -/
theorem mul_planeRotation (p q : n) (θ : ℝ) (M : Matrix n n ℝ) (i j : n) :
    (M * planeRotation p q θ) i j =
      if j = p then Real.cos θ * M i p - Real.sin θ * M i q
      else if j = q then Real.sin θ * M i p + Real.cos θ * M i q
      else M i j := by
  rw [Matrix.mul_apply]
  by_cases hp : j = p
  · simp [planeRotation, hp, Matrix.one_apply, mul_sub, Finset.sum_sub_distrib]
    ring
  · by_cases hq : j = q
    · have hqp : q ≠ p := fun h => hp (hq.trans h)
      simp [planeRotation, hq, hqp, Matrix.one_apply, mul_add, Finset.sum_add_distrib]
      ring
    · simp [planeRotation, hp, hq, Matrix.one_apply]
```

Orthogonality is GᵀG = 1, for `p ≠ q`. The column rule is applied to the product, and `grind` works through the possible positions of the two indices, using sin²θ + cos²θ = 1. This is the check of lengths and inner product made above.

```lean
/-- For `p ≠ q`, the plane rotation is an orthogonal matrix. -/
theorem planeRotation_orthogonal {p q : n} (hpq : p ≠ q) (θ : ℝ) :
    (planeRotation p q θ)ᵀ * planeRotation p q θ = 1 := by
  ext i j
  have h := Real.sin_sq_add_cos_sq θ
  rw [mul_planeRotation]
  simp only [Matrix.transpose_apply, planeRotation, Matrix.of_apply, Matrix.one_apply]
  grind
```

The pivot formula needs mixing on both sides of A. The column rule covers the right-hand factor. For the left-hand one, the local statement `h` rewrites GᵀA as the transpose of AᵀG, so that the same rule acts on rows. The tactic `ring` then collects the terms. The matrix need not be symmetric, which is why `A p q` and `A q p` appear separately.

```lean
/-- The pivot entry `(p, q)` after a Jacobi step in the plane of `p` and `q`. -/
theorem jacobiStep_pivot {p q : n} (hpq : p ≠ q) (θ : ℝ) (A : Matrix n n ℝ) :
    jacobiStep p q θ A p q =
      Real.cos θ * Real.sin θ * (A p p - A q q)
        + Real.cos θ ^ 2 * A p q - Real.sin θ ^ 2 * A q p := by
  have h : (planeRotation p q θ)ᵀ * A = (Aᵀ * planeRotation p q θ)ᵀ := by
    rw [Matrix.transpose_mul, Matrix.transpose_transpose]
  rw [jacobiStep, h, mul_planeRotation]
  simp only [Matrix.transpose_apply, mul_planeRotation, hpq.symm, if_true, if_false]
  ring
```

The two coupling formulas follow in the same way. The hypotheses `hrp` and `hrq` say that `r` lies outside the rotation plane, so only one of the two multiplications mixes anything.

```lean
/-- The entries `(p, r)` and `(r, q)` that couple the rotation plane to a third
coordinate `r`, after a Jacobi step in the plane of `p` and `q`. -/
theorem jacobiStep_coupling {p q r : n} (hpq : p ≠ q) (hrp : r ≠ p) (hrq : r ≠ q)
    (θ : ℝ) (A : Matrix n n ℝ) :
    jacobiStep p q θ A p r = Real.cos θ * A p r - Real.sin θ * A q r ∧
      jacobiStep p q θ A r q = Real.sin θ * A r p + Real.cos θ * A r q := by
  have h : (planeRotation p q θ)ᵀ * A = (Aᵀ * planeRotation p q θ)ᵀ := by
    rw [Matrix.transpose_mul, Matrix.transpose_transpose]
  constructor <;> rw [jacobiStep, h, mul_planeRotation] <;>
    simp only [Matrix.transpose_apply, mul_planeRotation, hpq.symm, hrp, hrq, if_true, if_false]
```

## An annihilating angle exists

A statement about every annihilating rotation would be empty if there were none. The next theorem supplies one whenever the two entries `A p q` and `A q p` agree, as they do for a real symmetric Hamiltonian. The function `g` is the transformed pivot as a function of the angle. At θ = 0 it equals A_pq, and at θ = π/2 it equals −A_pq. It is continuous, so it vanishes somewhere by the intermediate value theorem. The case distinction on the sign of A_pq only decides which of the two angles gives a value that is at most zero.

```lean
/-- If the entries `(p, q)` and `(q, p)` agree, some rotation in the plane of `p` and `q`
annihilates the entry `(p, q)`. -/
theorem exists_annihilating_angle {p q : n} (hpq : p ≠ q) (A : Matrix n n ℝ)
    (hA : A q p = A p q) : ∃ θ : ℝ, jacobiStep p q θ A p q = 0 := by
  let g : ℝ → ℝ := fun θ => Real.cos θ * Real.sin θ * (A p p - A q q)
    + Real.cos θ ^ 2 * A p q - Real.sin θ ^ 2 * A q p
  have hg : Continuous g := by fun_prop
  -- a quarter turn reverses the sign of the pivot entry
  have h0 : g 0 = A p q := by simp [g]
  have h1 : g (Real.pi / 2) = -A p q := by simp [g, hA]
  have hz : ∃ θ, g θ = 0 := by
    rcases le_total 0 (A p q) with h | h
    · exact mem_range_of_exists_le_of_exists_ge hg
        ⟨Real.pi / 2, by linarith⟩ ⟨0, by linarith⟩
    · exact mem_range_of_exists_le_of_exists_ge hg
        ⟨0, by linarith⟩ ⟨Real.pi / 2, by linarith⟩
  obtain ⟨θ, hθ⟩ := hz
  exact ⟨θ, (jacobiStep_pivot hpq θ A).trans hθ⟩
```

## Fill-in for any three coordinates

In `fill_in`, the hypotheses `hpr`, `hApq` and `hAqr` describe the pattern of couplings: `p` to `q`, `q` to `r`, but not `p` to `r`. The hypothesis `hann` says that the rotation annihilates the pivot. The conclusion is that the entry `(p, r)` is nonzero after the step; its size is left open at this level of generality.

Only `r ≠ p` is assumed about the coordinates. The proof first derives the other two inequalities from the couplings. If p were equal to q, then A_qr would be A_pr, which is zero; if r were equal to q, then A_pq would be zero. The rest is the contradiction found by hand. The assumption `h` that no fill-in occurs gives `hs`, that sin θ = 0, and then `hc`, that cos²θ = 1. The pivot formula turns `hann` into A_pq = 0, against `hApq`.

```lean
/-- Fill-in in any dimension: if `p` is coupled to `q` and `q` to `r`, but `p` is not coupled
to `r`, then every rotation that annihilates the entry `(p, q)` makes `(p, r)` nonzero. -/
theorem fill_in {p q r : n} (hrp : r ≠ p) (A : Matrix n n ℝ) (hpr : A p r = 0)
    (hApq : A p q ≠ 0) (hAqr : A q r ≠ 0) (θ : ℝ) (hann : jacobiStep p q θ A p q = 0) :
    jacobiStep p q θ A p r ≠ 0 := by
  have hpq : p ≠ q := by
    intro h
    exact hAqr (h ▸ hpr)
  have hrq : r ≠ q := by
    intro h
    exact hApq (h ▸ hpr)
  intro h
  rw [(jacobiStep_coupling hpq hrp hrq θ A).1] at h
  -- without fill-in the rotation would be trivial
  have hs : Real.sin θ = 0 := by
    have h' : Real.sin θ * A q r = 0 := by linear_combination Real.cos θ * hpr - h
    exact (mul_eq_zero.mp h').resolve_right hAqr
  have hc : Real.cos θ ^ 2 = 1 := by
    have h' := Real.sin_sq_add_cos_sq θ
    rw [hs] at h'
    linear_combination h'
  -- and a trivial rotation leaves the pivot entry as it was
  rw [jacobiStep_pivot hpq, hs, hc] at hann
  exact hApq (by linear_combination hann)
```

## The value 1/√2 for the chain

The theorem `chain_fill_in` reads: for every real θ, if the Jacobi step in the plane of coordinates 0 and 1 makes the entry (0,1) of the chain zero, then the entry (0,2) was zero before the step and has absolute value 1/√2 after it.

In the proof, `e` is the annihilation condition c² − s² = 0, and `hv` identifies the new entry as −s. The step `hsq` takes half of s² + c² = 1 and subtracts half of `e`, which leaves s² = 1/2. The last line writes the absolute value as the square root of the square.

```lean
/-- For the three-site chain, every rotation in the plane of the first two coordinates that
annihilates the entry `(0, 1)` turns the zero entry `(0, 2)` into one of absolute value `1/√2`. -/
theorem chain_fill_in (θ : ℝ) (hann : jacobiStep 0 1 θ chain 0 1 = 0) :
    chain 0 2 = 0 ∧ |jacobiStep 0 1 θ chain 0 2| = 1 / √2 := by
  refine ⟨by simp [chain], ?_⟩
  rw [jacobiStep_pivot (by decide)] at hann
  have e : Real.cos θ ^ 2 - Real.sin θ ^ 2 = 0 := by simpa [chain] using hann
  have hv : jacobiStep 0 1 θ chain 0 2 = -Real.sin θ := by
    rw [(jacobiStep_coupling (by decide) (by decide) (by decide) θ chain).1]
    simp [chain]
  -- annihilation forces equal weights of the two coordinates
  have hsq : (-Real.sin θ) ^ 2 = 1 / 2 := by
    linear_combination (1 / 2 : ℝ) * Real.sin_sq_add_cos_sq θ - (1 / 2 : ℝ) * e
  rw [hv, ← Real.sqrt_sq_eq_abs, hsq, Real.sqrt_div zero_le_one, Real.sqrt_one]
```

## The first coupling returns

The last theorem concerns two successive steps. Its hypothesis `h₁` says that the first removes the entry (0,1), and `h₂` that the second, in the plane of coordinates 0 and 2, removes the entry (0,2) of the rotated matrix. The conclusion is that the entry (0,1) is then nonzero.

The proof applies `fill_in` twice. The first application gives `h02`, that the entry (0,2) is nonzero after the first step. The statement `h21` says the same of the entry (2,1), which equals cos θ: if cos θ were zero, the annihilation condition would make sin θ zero as well, and the two squares could not add up to 1. The second application has the rotated matrix in place of A, with `p`, `q`, `r` equal to 0, 2, 1. Its required zero is `h₁` itself, the entry that the first rotation removed.

These theorems concern one and two steps in exact real arithmetic. They leave open whether repeated sweeps converge, and they do not treat rounding errors or complex Hermitian matrices, whose rotations also carry a phase.

```lean
/-- For the three-site chain, if a first rotation, in the plane of coordinates 0 and 1, annihilates
the entry `(0, 1)` and a second one, in the plane of coordinates 0 and 2, annihilates the entry `(0,
2)`, then the entry `(0, 1)` is nonzero again. -/
theorem chain_revival (θ φ : ℝ) (h₁ : jacobiStep 0 1 θ chain 0 1 = 0)
    (h₂ : jacobiStep 0 2 φ (jacobiStep 0 1 θ chain) 0 2 = 0) :
    jacobiStep 0 2 φ (jacobiStep 0 1 θ chain) 0 1 ≠ 0 := by
  have h02 : jacobiStep 0 1 θ chain 0 2 ≠ 0 :=
    fill_in (by decide) chain (by simp [chain]) (by simp [chain]) (by simp [chain]) θ h₁
  have h21 : jacobiStep 0 1 θ chain 2 1 ≠ 0 := by
    have hv : jacobiStep 0 1 θ chain 2 1 = Real.cos θ := by
      rw [(jacobiStep_coupling (by decide) (by decide) (by decide) θ chain).2]
      simp [chain]
    rw [hv]
    intro hc
    have e := h₁
    rw [jacobiStep_pivot (by decide)] at e
    have e' : Real.cos θ ^ 2 - Real.sin θ ^ 2 = 0 := by simpa [chain] using e
    have h := Real.sin_sq_add_cos_sq θ
    rw [hc] at e' h
    linarith
  -- the second step is again a fill-in, now at the entry annihilated first
  exact fill_in (by decide) _ h₁ h02 h21 φ h₂

end

end JacobiFillIn
```

```lean
#print axioms JacobiFillIn.planeRotation_orthogonal
#print axioms JacobiFillIn.exists_annihilating_angle
#print axioms JacobiFillIn.chain_fill_in
#print axioms JacobiFillIn.chain_revival
```

```
'JacobiFillIn.planeRotation_orthogonal' depends on axioms: [propext, Classical.choice, Quot.sound]
'JacobiFillIn.exists_annihilating_angle' depends on axioms: [propext, Classical.choice, Quot.sound]
'JacobiFillIn.chain_fill_in' depends on axioms: [propext, Classical.choice, Quot.sound]
'JacobiFillIn.chain_revival' depends on axioms: [propext, Classical.choice, Quot.sound]
```
